# The plane-wave matrix on 2K+1 grid points is unitary, and its DVR kinetic matrix has a closed form

For $N = 2K+1$ equally spaced points $x_j = 2\pi j/N$ and wave numbers $|n| \le K$, the matrix with entries $e^{inx_j}/\sqrt N$ is unitary. Transforming the kinetic energies $n^2/2$ (in units with $\hbar = \text{mass} = 1$) to the grid with it gives the kinetic matrix of the discrete variable representation (DVR),

$$T_{jl} = \frac1N\sum_{n=-K}^{K}\frac{n^2}{2}\,e^{in(x_j-x_l)} = \begin{cases} \dfrac{K(K+1)}{6}, & j=l,\\[2ex] (-1)^d\,\dfrac{\cos(\pi d/N)}{4\sin^2(\pi d/N)}, & d=j-l\neq0.\end{cases}$$

I use this formula in a grid code and would like a full derivation, signs included, together with a proof that a machine has checked. Can both claims be proved in Lean?

## Yes: both claims reduce to sums over roots of unity

Number the points $j = 0,\dots,2K$ and the waves $m = 0,\dots,2K$, with $n = m-K$. Let $U_{jm} = e^{i(m-K)x_j}/\sqrt N$. For any operator with values $f_m$ on the plane waves, multiplying out gives

$$(U\,\mathrm{diag}(f)\,U^\dagger)_{jl} = \frac1N\sum_{m=0}^{2K} f_m\,e^{i(m-K)(x_j-x_l)} = \frac1N\,z^{-K}\sum_{m=0}^{2K} f_m z^m, \qquad z = e^{i(x_j-x_l)} = e^{2\pi i d/N}.$$

Clearly $z^N = 1$. Also, $z = 1$ only if $N$ divides $d$, and since $|d| \le 2K < N$ this means $d = 0$.

**Unitarity.** Take $f_m = 1$. For $j = l$ the entry is $N/N = 1$. For $j \ne l$, $(z-1)\sum_m z^m = z^N - 1 = 0$ with $z \ne 1$, so the sum vanishes. Hence $UU^\dagger = 1$, and $U$ is square.

**Diagonal.** With $f_m = (m-K)^2/2$ and $z = 1$,

$$T_{jj} = \frac1N\cdot\frac12\cdot 2\cdot\frac{K(K+1)(2K+1)}{6} = \frac{K(K+1)}{6}.$$

**Off-diagonal.** Let $R = \sum_m (m-K)z^m$ and $S = \sum_m (m-K)^2z^m$. Multiply each by $z-1$, shift the index in the first part, and use $z^N = 1$ and $\sum_m z^m = 0$:

$$(z-1)R = 2K - \sum_{m=1}^{2K} z^m = 2K+1 = N,$$

$$(z-1)S = \sum_{m=1}^{2K}\bigl(1-2(m-K)\bigr)z^m = -2R - N.$$

In the second line, the missing $m=0$ term would have been $1+2K = N$. Multiplying by $z-1$ once more,

$$(z-1)^2 S = -2N - N(z-1) = -N(z+1).$$

Now put $\varphi = \pi d/N$ and $w = e^{i\varphi}$, so that $z = w^2$ and $w^N = (-1)^d$. Then $z - 1 = 2i\,w\sin\varphi$ and $z + 1 = 2w\cos\varphi$, which gives

$$S = \frac{N\cos\varphi}{2w\sin^2\varphi}.$$

The prefactor is $z^{-K} = w^{-2K} = w\,w^{-N} = (-1)^d w$. The factors of $w$ cancel:

$$T_{jl} = \frac{1}{2N}\,(-1)^d w\,S = (-1)^d\,\frac{\cos\varphi}{4\sin^2\varphi}.$$

## Three grid points

For $K = 1$, $N = 3$, the diagonal entries are $1\cdot2/6 = 1/3$. For $d = \pm1$ the formula gives $-\tfrac12/(4\cdot\tfrac34) = -\tfrac16$, and for $d = \pm2$ it gives $+(-\tfrac12)/(4\cdot\tfrac34) = -\tfrac16$. The Fourier sum agrees: $\tfrac13\cos(2\pi/3) = -\tfrac16$. So

$$T = \frac16\begin{pmatrix}2&-1&-1\\-1&2&-1\\-1&-1&2\end{pmatrix}.$$

Its eigenvalues are $0, \tfrac12, \tfrac12$, which are the values of $n^2/2$ for $n = 0, \pm1$.

## What the Lean theorems say

Both grid points and waves are indexed by `Fin (2 * K + 1)`, the numbers $0,\dots,2K$. `gridPoint K j` is the real number $x_j$, and `waveNumber K m` is the integer $m-K$. `planeWave K` is $U$, with rows for grid points and columns for waves. `dvrKinetic K` is defined as $U\,\mathrm{diag}(n^2/2)\,U^\dagger$, so its entries are derived from the momentum-space energies.

- `planeWave_unitary` puts $U$ in the unitary group, for every natural number $K$.
- `grid_entry` gives the Fourier sum for any momentum-diagonal operator; the choice $f = n^2/2$ is the kinetic case.
- `dvrKinetic_diag` gives the diagonal value.
- `dvrKinetic_offDiag` takes an integer `d` equal to $j-l$ and nonzero, of either sign. Its right-hand side is a real number cast to ℂ, so the theorem also shows that the entry is real.

For $K = 0$ there is one point, $T = 0$, and no off-diagonal case.

The units are $\hbar = \text{mass} = 1$, the cell has length $2\pi$, and the number of points is odd. The kinetic operator enters only through its values $n^2/2$: the file contains no derivatives, and so no statement about $-\tfrac12\,d^2/dx^2$ acting on functions. For one particle in a one-dimensional cell with periodic boundary conditions (zero Bloch wave vector), $T$ is the kinetic part of a Fourier-grid Hamiltonian, to which the potential is added as a diagonal matrix of its grid values.

```lean
import Mathlib

open Matrix
open scoped Real
open Complex (I)

namespace PlaneWaveDVR

noncomputable section

/-- The grid point `x_j = 2 π j / N` of the periodic cell, with `N = 2 K + 1`. -/
def gridPoint (K : ℕ) (j : Fin (2 * K + 1)) : ℝ := 2 * π * ((j : ℕ) : ℝ) / (2 * (K : ℝ) + 1)

/-- The wave numbers `n = -K, ..., K`, listed as `m - K` with `m = 0, ..., 2 K`. -/
def waveNumber (K : ℕ) (m : Fin (2 * K + 1)) : ℤ := ((m : ℕ) : ℤ) - (K : ℤ)

/-- The matrix `exp (i n x_j) / √N` of plane waves sampled on the grid. -/
def planeWave (K : ℕ) : Matrix (Fin (2 * K + 1)) (Fin (2 * K + 1)) ℂ :=
  Matrix.of fun j m => Complex.exp (I * (waveNumber K m : ℂ) * (gridPoint K j : ℂ)) /
    ((Real.sqrt (2 * (K : ℝ) + 1) : ℝ) : ℂ)

/-- The DVR kinetic matrix: the kinetic energies `n ^ 2 / 2` transformed to the grid. -/
def dvrKinetic (K : ℕ) : Matrix (Fin (2 * K + 1)) (Fin (2 * K + 1)) ℂ :=
  planeWave K * diagonal (fun m => (waveNumber K m : ℂ) ^ 2 / 2) * (planeWave K)ᴴ


/-- The difference `x_j - x_l` of two grid points, times `N = 2 K + 1`, is `2 π (j - l)`. -/
theorem gridPoint_sub (K : ℕ) (j l : Fin (2 * K + 1)) :
    ((gridPoint K j : ℂ) - (gridPoint K l : ℂ)) * (2 * (K : ℂ) + 1) =
      2 * (π : ℂ) * (((j : ℕ) : ℂ) - ((l : ℕ) : ℂ)) := by
  have hN : 2 * (K : ℂ) + 1 ≠ 0 := by exact_mod_cast (2 * K).succ_ne_zero
  simp only [gridPoint]
  push_cast
  rw [sub_mul, div_mul_cancel₀ _ hN, div_mul_cancel₀ _ hN]
  ring

/-- A plane wave is an integer power of the `n = 1` wave: `exp (i n x) = z ^ m / z ^ K` with
`z = exp (i x)` and `n = m - K`. -/
theorem exp_waveNumber (K : ℕ) (m : Fin (2 * K + 1)) (x : ℂ) :
    Complex.exp (I * (waveNumber K m : ℂ) * x) =
      Complex.exp (I * x) ^ (m : ℕ) * (Complex.exp (I * x) ^ K)⁻¹ := by
  rw [← Complex.exp_nat_mul, ← Complex.exp_nat_mul, ← Complex.exp_neg, ← Complex.exp_add]
  congr 1
  simp only [waveNumber]
  push_cast
  ring

/-- The phase `exp (i (x_j - x_l))` is an `N`-th root of unity, and it differs from 1 when the
two grid points are distinct. -/
theorem grid_phase (K : ℕ) (j l : Fin (2 * K + 1)) :
    Complex.exp (I * ((gridPoint K j : ℂ) - (gridPoint K l : ℂ))) ^ (2 * K + 1) = 1 ∧
      (j ≠ l → Complex.exp (I * ((gridPoint K j : ℂ) - (gridPoint K l : ℂ))) ≠ 1) := by
  have hx := gridPoint_sub K j l
  constructor
  · rw [← Complex.exp_nat_mul, Complex.exp_eq_one_iff]
    refine ⟨((j : ℕ) : ℤ) - ((l : ℕ) : ℤ), ?_⟩
    push_cast
    linear_combination I * hx
  · intro hjl h
    obtain ⟨n, hn⟩ := Complex.exp_eq_one_iff.mp h
    have hc : ((j : ℕ) : ℂ) - ((l : ℕ) : ℂ) = (n : ℂ) * (2 * (K : ℂ) + 1) :=
      mul_left_cancel₀ Complex.two_pi_I_ne_zero
        (by linear_combination (2 * (K : ℂ) + 1) * hn - I * hx)
    have hi : ((j : ℕ) : ℤ) - ((l : ℕ) : ℤ) = n * (2 * (K : ℤ) + 1) := by exact_mod_cast hc
    have hj := j.isLt
    have hl := l.isLt
    -- `j - l` is a multiple of `N` with absolute value below `N`, hence zero, against `j ≠ l`
    rcases lt_trichotomy n 0 with h0 | h0 | h0
    · have : n * (2 * (K : ℤ) + 1) ≤ -(2 * (K : ℤ) + 1) := by nlinarith
      omega
    · rw [h0, zero_mul] at hi
      exact hjl (Fin.ext (by omega))
    · have : 2 * (K : ℤ) + 1 ≤ n * (2 * (K : ℤ) + 1) := by nlinarith
      omega

/-- An operator with values `f m` on the plane waves `n = m - K` has the grid matrix elements
`(1 / N) ∑ f m exp (i (m - K) (x_j - x_l))`, summed over `m`, with `N = 2 K + 1`. -/
theorem grid_entry (K : ℕ) (f : Fin (2 * K + 1) → ℂ) (j l : Fin (2 * K + 1)) :
    (planeWave K * diagonal f * (planeWave K)ᴴ) j l = 1 / (2 * (K : ℂ) + 1) *
      ∑ m, f m * Complex.exp (I * (waveNumber K m : ℂ) *
        ((gridPoint K j : ℂ) - (gridPoint K l : ℂ))) := by
  have hs : ((Real.sqrt (2 * (K : ℝ) + 1) : ℝ) : ℂ) * ((Real.sqrt (2 * (K : ℝ) + 1) : ℝ) : ℂ)
      = 2 * (K : ℂ) + 1 := by
    rw [← Complex.ofReal_mul, Real.mul_self_sqrt (by positivity)]
    simp
  rw [Matrix.mul_apply, Finset.mul_sum]
  refine Finset.sum_congr rfl fun m _ => ?_
  simp only [Matrix.mul_diagonal, Matrix.conjTranspose_apply, planeWave, Matrix.of_apply]
  rw [Complex.star_def, map_div₀, ← Complex.exp_conj, Complex.conj_ofReal]
  simp only [map_mul, Complex.conj_I, map_intCast, Complex.conj_ofReal, neg_mul]
  rw [mul_sub, sub_eq_add_neg, Complex.exp_add, ← hs]
  ring

/-- The matrix `exp (i n x_j) / √N` is unitary. -/
theorem planeWave_unitary (K : ℕ) : planeWave K ∈ unitaryGroup (Fin (2 * K + 1)) ℂ := by
  have hN : 2 * (K : ℂ) + 1 ≠ 0 := by exact_mod_cast (2 * K).succ_ne_zero
  rw [Matrix.mem_unitaryGroup_iff, Matrix.star_eq_conjTranspose]
  ext j l
  have h := grid_entry K (fun _ => 1) j l
  rw [Matrix.diagonal_one, Matrix.mul_one] at h
  rw [h]
  by_cases hjl : j = l
  · subst hjl
    simp [hN]
  · obtain ⟨hz, h1⟩ := grid_phase K j l
    -- the geometric sum over a full period vanishes
    have hg := geom_sum_mul
      (Complex.exp (I * ((gridPoint K j : ℂ) - (gridPoint K l : ℂ)))) (2 * K + 1)
    rw [hz, sub_self] at hg
    have h0 := (mul_eq_zero.mp hg).resolve_right (sub_ne_zero.mpr (h1 hjl))
    rw [← Fin.sum_univ_eq_sum_range] at h0
    simp only [exp_waveNumber, one_mul]
    rw [← Finset.sum_mul, h0, zero_mul, mul_zero, Matrix.one_apply_ne hjl]

/-- For an `N`-th root of unity `z ≠ 1`, the sum of `n ^ 2 z ^ m` with `n = m - K`, times
`(z - 1) ^ 2`, is `-N (z + 1)`. -/
theorem sum_sq_mul_pow (K : ℕ) (z : ℂ) (hz : z ^ (2 * K + 1) = 1) (h1 : z ≠ 1) :
    (∑ m : Fin (2 * K + 1), (waveNumber K m : ℂ) ^ 2 * z ^ (m : ℕ)) * (z - 1) ^ 2 =
      -(2 * (K : ℂ) + 1) * (z + 1) := by
  -- telescoping form of the partial sums
  have key : ∀ M : ℕ, (∑ m ∈ Finset.range M, ((m : ℂ) - K) ^ 2 * z ^ m) * (z - 1) ^ 3 =
      z ^ M * (((M : ℂ) - K) ^ 2 * (z - 1) ^ 2 - 2 * z * ((M : ℂ) - K) * (z - 1) + z ^ 2 + z)
        - ((K : ℂ) ^ 2 * (z - 1) ^ 2 + 2 * z * K * (z - 1) + z ^ 2 + z) := by
    intro M
    induction M with
    | zero => rw [Finset.sum_range_zero]; push_cast; ring
    | succ M ih => rw [Finset.sum_range_succ, add_mul, ih]; push_cast; ring
  have e : ∑ m : Fin (2 * K + 1), (waveNumber K m : ℂ) ^ 2 * z ^ (m : ℕ) =
      ∑ m ∈ Finset.range (2 * K + 1), ((m : ℂ) - K) ^ 2 * z ^ m := by
    rw [← Fin.sum_univ_eq_sum_range (fun m : ℕ => ((m : ℂ) - K) ^ 2 * z ^ m) (2 * K + 1)]
    refine Finset.sum_congr rfl fun m _ => ?_
    simp [waveNumber]
  have k := key (2 * K + 1)
  rw [hz] at k
  push_cast at k
  apply mul_right_cancel₀ (sub_ne_zero.mpr h1)
  rw [e]
  linear_combination k

/-- Each diagonal element of the DVR kinetic matrix is `K (K + 1) / 6`. -/
theorem dvrKinetic_diag (K : ℕ) (j : Fin (2 * K + 1)) :
    dvrKinetic K j j = (K : ℂ) * (K + 1) / 6 := by
  have hN : 2 * (K : ℂ) + 1 ≠ 0 := by exact_mod_cast (2 * K).succ_ne_zero
  have key : ∀ M : ℕ, ∑ m ∈ Finset.range M, ((m : ℂ) - K) ^ 2 / 2 =
      (M : ℂ) * (M - 1) * (2 * M - 1) / 12 - K * M * (M - 1) / 2 + (K : ℂ) ^ 2 * M / 2 := by
    intro M
    induction M with
    | zero => rw [Finset.sum_range_zero]; push_cast; ring
    | succ M ih => rw [Finset.sum_range_succ, ih]; push_cast; ring
  have k := key (2 * K + 1)
  rw [← Fin.sum_univ_eq_sum_range (fun m : ℕ => ((m : ℂ) - K) ^ 2 / 2) (2 * K + 1)] at k
  rw [dvrKinetic, grid_entry]
  simp only [sub_self, mul_zero, Complex.exp_zero, mul_one, waveNumber, Int.cast_sub,
    Int.cast_natCast]
  rw [k, one_div, inv_mul_eq_iff_eq_mul₀ hN]
  push_cast
  ring

/-- For grid points with `d = j - l` nonzero, the DVR kinetic matrix element is
`(-1) ^ d cos (π d / N) / (4 sin ^ 2 (π d / N))`. -/
theorem dvrKinetic_offDiag (K : ℕ) (j l : Fin (2 * K + 1)) (d : ℤ)
    (hd : d = ((j : ℕ) : ℤ) - ((l : ℕ) : ℤ)) (h0 : d ≠ 0) :
    dvrKinetic K j l = (((-1) ^ d * Real.cos (π * d / (2 * K + 1)) /
      (4 * Real.sin (π * d / (2 * K + 1)) ^ 2) : ℝ) : ℂ) := by
  have hN : 2 * (K : ℂ) + 1 ≠ 0 := by exact_mod_cast (2 * K).succ_ne_zero
  have hjl : j ≠ l := by
    rintro rfl
    exact h0 (by omega)
  have hdc : (d : ℂ) = ((j : ℕ) : ℂ) - ((l : ℕ) : ℂ) := by rw [hd]; push_cast; rfl
  obtain ⟨φ, hφ⟩ : ∃ φ : ℝ, φ = π * d / (2 * K + 1) := ⟨_, rfl⟩
  rw [← hφ]
  have hφN : (φ : ℂ) * (2 * (K : ℂ) + 1) = π * d := by
    rw [hφ]
    push_cast
    exact div_mul_cancel₀ _ hN
  obtain ⟨hzN, hz1⟩ := grid_phase K j l
  have hS := sum_sq_mul_pow K _ hzN (hz1 hjl)
  have hT := grid_entry K (fun m => (waveNumber K m : ℂ) ^ 2 / 2) j l
  rw [← dvrKinetic] at hT
  simp only [exp_waveNumber] at hT
  have hx := gridPoint_sub K j l
  obtain ⟨w, hw⟩ : ∃ w : ℂ, w = Complex.exp (φ * I) := ⟨_, rfl⟩
  obtain ⟨ε, hε⟩ : ∃ ε : ℂ, ε = (-1) ^ d := ⟨_, rfl⟩
  -- the half phase `w` has `w ^ 2 = z` and `w ^ N = (-1) ^ d`
  have hwz : Complex.exp (I * ((gridPoint K j : ℂ) - (gridPoint K l : ℂ))) = w ^ 2 := by
    rw [hw, ← Complex.exp_nat_mul]
    congr 1
    apply mul_right_cancel₀ hN
    push_cast
    linear_combination I * hx - 2 * I * hφN - 2 * π * I * hdc
  have hwN : w ^ (2 * K + 1) = ε := by
    rw [hw, hε, ← Complex.exp_nat_mul, ← Complex.exp_pi_mul_I, ← Complex.exp_int_mul]
    congr 1
    push_cast
    linear_combination I * hφN
  have hεε : ε * ε = 1 := by
    rw [hε, ← mul_zpow]
    norm_num
  have hE : w = Complex.cos φ + Complex.sin φ * I := by rw [hw, Complex.exp_mul_I]
  have hcs := Complex.sin_sq_add_cos_sq (φ : ℂ)
  have hp : w ^ 2 + 1 = 2 * Complex.cos φ * w := by
    rw [hE]
    linear_combination Complex.sin φ ^ 2 * Complex.I_sq - hcs
  have hm : w ^ 2 - 1 = 2 * I * Complex.sin φ * w := by
    rw [hE]
    linear_combination -Complex.sin φ ^ 2 * Complex.I_sq + hcs
  have hs0 : Complex.sin φ ≠ 0 := by
    intro h
    apply hz1 hjl
    rw [hwz]
    linear_combination hm + 2 * I * w * h
  have hw0 : w ≠ 0 := by rw [hw]; exact Complex.exp_ne_zero _
  rw [hwz] at hS hT
  obtain ⟨S, hSd⟩ : ∃ S : ℂ, S = ∑ m : Fin (2 * K + 1),
    (waveNumber K m : ℂ) ^ 2 * (w ^ 2) ^ (m : ℕ) := ⟨_, rfl⟩
  rw [← hSd, hm, hp] at hS
  have hS' : S * (2 * Complex.sin φ ^ 2 * w) = (2 * (K : ℂ) + 1) * Complex.cos φ := by
    apply mul_left_cancel₀ hw0
    linear_combination (-1 / 2) * hS + 2 * S * Complex.sin φ ^ 2 * w ^ 2 * Complex.I_sq
  have hinv : ((w ^ 2) ^ K)⁻¹ = ε * w := by
    apply inv_eq_of_mul_eq_one_right
    calc (w ^ 2) ^ K * (ε * w) = w ^ (2 * K + 1) * ε := by ring
      _ = 1 := by rw [hwN, hεε]
  have hsum : ∑ m : Fin (2 * K + 1), (waveNumber K m : ℂ) ^ 2 / 2 *
      ((w ^ 2) ^ (m : ℕ) * ((w ^ 2) ^ K)⁻¹) = S * (ε * w) / 2 := by
    rw [hinv, hSd, Finset.sum_mul, Finset.sum_div]
    refine Finset.sum_congr rfl fun m _ => ?_
    ring
  have hTN : dvrKinetic K j l * (2 * (K : ℂ) + 1) = S * (ε * w) / 2 := by
    rw [hT, hsum, one_div, mul_comm, ← mul_assoc, mul_inv_cancel₀ hN, one_mul]
  push_cast
  have h4 : (4 : ℂ) * Complex.sin φ ^ 2 ≠ 0 := mul_ne_zero (by norm_num) (pow_ne_zero 2 hs0)
  rw [← hε, eq_div_iff h4]
  apply mul_right_cancel₀ hN
  linear_combination 4 * Complex.sin φ ^ 2 * hTN + ε * hS'


end

end PlaneWaveDVR
```

```lean
#print axioms PlaneWaveDVR.planeWave_unitary
#print axioms PlaneWaveDVR.dvrKinetic_diag
#print axioms PlaneWaveDVR.dvrKinetic_offDiag
```

```
'PlaneWaveDVR.planeWave_unitary' depends on axioms: [propext, Classical.choice, Quot.sound]
'PlaneWaveDVR.dvrKinetic_diag' depends on axioms: [propext, Classical.choice, Quot.sound]
'PlaneWaveDVR.dvrKinetic_offDiag' depends on axioms: [propext, Classical.choice, Quot.sound]
```

## From the phase lemmas to the matrix elements

`gridPoint_sub` states $(x_j - x_l)N = 2\pi(j-l)$ without a division, which suits the later algebra. `exp_waveNumber` writes each plane wave as $z^m/z^K$, so that only natural-number powers occur in the sums.

`grid_phase` proves the two facts about $z$. Both use the criterion that $e^a = 1$ exactly when $a$ is an integer multiple of $2\pi i$. For distinct points, $z = 1$ would make $j-l$ a multiple of $N$; the proof treats negative, zero and positive multiples separately. The bounds on $j$ and $l$ exclude the negative and positive ones, and the zero multiple would give $j = l$.

`grid_entry` expands the matrix product, conjugates the second exponential and combines the two factors $1/\sqrt N$ into $1/N$. `planeWave_unitary` applies it with $f = 1$ and uses Mathlib's `geom_sum_mul` for the geometric sum.

`sum_sq_mul_pow` is the identity $(z-1)^2S = -N(z+1)$. Where the derivation above sums by parts twice, the Lean proof states a closed form for the partial sums up to any $M$, multiplied by $(z-1)^3$, and verifies it by induction. Setting $M = N$ and $z^N = 1$ leaves the identity with one extra factor $z-1$, which is cancelled because $z \ne 1$. `dvrKinetic_diag` likewise proves a closed form for the partial sums of $(m-K)^2/2$ by induction and evaluates it at $M = N$.

`dvrKinetic_offDiag` follows the half-phase computation. With `ε` standing for $(-1)^d$, the steps correspond as follows:

- `hwz` and `hwN` are $z = w^2$ and $w^N = (-1)^d$.
- `hp` and `hm` are the formulas for $z+1$ and $z-1$, obtained from Euler's formula.
- `hs0` shows $\sin\varphi \ne 0$, since otherwise $z$ would be 1.
- `hS'` is the value of $S$ with denominators cleared.
- `hinv` is $z^{-K} = (-1)^d w$.
- `hTN` is $N\,T_{jl} = (-1)^d w\,S/2$.

The last `linear_combination` combines `hTN` and `hS'` into the stated formula.
